# The McCoy formula for Weyl-ordered monomials

A formal statement about operator ordering has to fix what \(Q\) and \(P\) are and what Weyl ordering means. Here \(Q\) and \(P\) are elements of an associative unital algebra \(A\) over \(\mathbb{C}\), with no Hilbert space, adjoint or domain. The only assumption is that \(c = [Q,P] = QP - PQ\) commutes with \(Q\) and with \(P\); the scalar \(c = i\hbar\) is one case. The Weyl-ordered monomial \(W(n,m)\) is defined combinatorially, as the average of all products of \(n\) factors \(Q\) and \(m\) factors \(P\). For all natural numbers \(n, m\),
\[ W(n,m) = 2^{-n}\sum_{k=0}^{n}\binom{n}{k} Q^k P^m Q^{n-k} = 2^{-m}\sum_{k=0}^{m}\binom{m}{k} P^k Q^n P^{m-k}. \]
In quantum mechanics \(W(n,m)\) is the symmetric quantisation of the classical monomial \(q^n p^m\) in position \(q\) and momentum \(p\), and for one degree of freedom and polynomial observables the formula replaces \(\binom{n+m}{n}\) products by \(n+1\) or \(m+1\) terms.

```lean
import Mathlib

open Polynomial Finset

namespace McCoyOrdering

noncomputable section

variable {R : Type*} [Semiring R] {A : Type*} [Ring A]
```

## Words, averages and the binomial sum

A word of length \(N\) assigns a letter to each position \(0,\dots,N-1\), with `true` for \(Q\) and `false` for \(P\). Its value is the product of the letters with position \(0\) leftmost, and the empty word has value \(1\).

```lean
/-- The ordered product spelled by a word: `true` is the letter `Q`, `false` the letter `P`. -/
def word (Q P : R) {N : ℕ} (w : Fin N → Bool) : R :=
  (List.ofFn fun i => if w i then Q else P).prod

/-- The number of letters `Q` in a word. -/
def countQ {N : ℕ} (w : Fin N → Bool) : ℕ := ∑ i, if w i then 1 else 0

/-- All words of length `N` with exactly `n` letters `Q`. -/
def words (N n : ℕ) : Finset (Fin N → Bool) := univ.filter fun w => countQ w = n
```

The words are generated by \(G = tQ + P\), a polynomial in a parameter \(t\) (Lean's `X`) that commutes with all coefficients, while the coefficients need not commute with each other.

```lean
/-- The operator `G = tQ + P` as a polynomial in a commuting parameter `t`. -/
def genFun (Q P : R) : R[X] := C Q * X + C P
```

Let \(S(N,n)\) be the sum of all words of length \(N\) with \(n\) letters \(Q\). Then \(W(n,m)\) is \(S(n+m,n)\) divided by the number of such words. The sum \(M(n,m) = \sum_{k=0}^{n}\binom{n}{k}Q^kP^mQ^{n-k}\) is kept without its prefactor \(2^{-n}\).

```lean
/-- The Weyl-ordered monomial: the average of all words with `n` letters `Q` and `m` letters `P`. -/
def weyl [Algebra ℂ A] (Q P : A) (n m : ℕ) : A :=
  ((words (n + m) n).card : ℂ)⁻¹ • ∑ w ∈ words (n + m) n, word Q P w

/-- The binomial sum `∑ₖ C(n,k) Q^k P^m Q^(n-k)`. -/
def mccoySum (Q P : A) (n m : ℕ) : A :=
  ∑ k ∈ range (n + 1), n.choose k • (Q ^ k * P ^ m * Q ^ (n - k))
```

## Step 1: the generating function

Expanding \(G^N\) means choosing \(tQ\) or \(P\) from each factor in order, so
\[ G^N = \sum_{w} t^{\,\nu(w)}\, w, \]
where \(w\) runs over all \(2^N\) words and \(\nu(w)\) is the number of letters \(Q\). Hence \(S(N,n)\) is the coefficient of \(t^n\) in \(G^N\). The statement `key` is this expansion, proved by induction from \(G^{N+1} = G\,G^N\); `split` sorts longer words by their first letter, and `h1`, `h2` give the effect of that letter on count and product. No commutation relation enters.

```lean
/-- The sum of all words of length `N` with `n` letters `Q` is the coefficient of `t^n` in
`(tQ + P)^N`. -/
theorem sum_words_eq_coeff (Q P : R) (N n : ℕ) :
    ∑ w ∈ words N n, word Q P w = (genFun Q P ^ N).coeff n := by
  have hg : genFun Q P = monomial 1 Q + monomial 0 P := by
    rw [genFun, C_mul_X_eq_monomial, monomial_zero_left]
  have key : ∀ N, genFun Q P ^ N
      = ∑ w : Fin N → Bool, monomial (countQ w) (word Q P w) := by
    intro N
    induction N with
    | zero => simp [word, countQ]
    | succ N ih =>
      -- split the words by their first letter
      have split : ∀ f : (Fin (N + 1) → Bool) → R[X], ∑ w, f w
          = ∑ w : Fin N → Bool, (f (Fin.cons true w) + f (Fin.cons false w)) := by
        intro f
        rw [← (Fin.consEquiv (fun _ : Fin (N + 1) => Bool)).sum_comp f, Fintype.sum_prod_type,
          Fintype.sum_bool, Finset.sum_add_distrib]
        all_goals rfl
      rw [pow_succ', ih, split, Finset.mul_sum]
      refine Finset.sum_congr rfl fun w _ => ?_
      have h1 : ∀ b : Bool, countQ (Fin.cons b w : Fin (N + 1) → Bool)
          = (if b then 1 else 0) + countQ w := by
        intro b
        simp only [countQ, Fin.sum_univ_succ, Fin.cons_zero, Fin.cons_succ]
      have h2 : ∀ b : Bool, word Q P (Fin.cons b w : Fin (N + 1) → Bool)
          = (if b then Q else P) * word Q P w := by
        intro b
        simp only [word, List.ofFn_succ, List.prod_cons, Fin.cons_zero, Fin.cons_succ]
      rw [h1, h1, h2, h2, hg, add_mul, monomial_mul_monomial, monomial_mul_monomial]
      simp
  rw [key, words, Finset.sum_filter]
  simp [coeff_monomial]
```

The expansion holds in any semiring, so it applies with \(Q = P = 1\) in \(\mathbb{N}\). Every word then has value \(1\) and \(G^N = (t+1)^N\), which gives \(\binom{N}{n}\) words.

```lean
/-- There are `C(N,n)` words of length `N` with `n` letters `Q`. -/
theorem card_words (N n : ℕ) : (words N n).card = N.choose n := by
  have h := sum_words_eq_coeff (1 : ℕ) 1 N n
  have hw : ∀ w : Fin N → Bool, word (1 : ℕ) 1 w = 1 := fun w => by simp [word]
  simp only [hw, genFun, C_1, one_mul, coeff_X_add_one_pow] at h
  simpa using h
```

## Step 2: commutator with a power

Let \(q, x\) now be elements of a ring, with \([q,x] = c\) and \(c\) commuting with \(x\). Then \([q,x^{N+1}] = (N+1)\,c\,x^N\). The case \(N = 0\) is the hypothesis, and the three lines of the `calc` block are
\[ [q,x^{N+2}] = [q,x^{N+1}]\,x + x^{N+1}[q,x] = (N+1)\,c\,x^N x + x^{N+1}c = (N+2)\,c\,x^{N+1}. \]

```lean
/-- If `[q,x] = c` commutes with `x`, then `[q, x^(N+1)] = (N+1) c x^N`. -/
theorem comm_pow {q x c : A} (h : q * x - x * q = c) (hc : Commute c x) (N : ℕ) :
    q * x ^ (N + 1) - x ^ (N + 1) * q = (N + 1) • (c * x ^ N) := by
  induction N with
  | zero => simpa using h
  | succ N ih =>
    calc q * x ^ (N + 1 + 1) - x ^ (N + 1 + 1) * q
        = (q * x ^ (N + 1) - x ^ (N + 1) * q) * x + x ^ (N + 1) * (q * x - x * q) := by
          rw [pow_succ x (N + 1)]
          generalize x ^ (N + 1) = y
          noncomm_ring
      _ = (N + 1) • (c * x ^ N) * x + x ^ (N + 1) * c := by rw [ih, h]
      _ = (N + 1 + 1) • (c * x ^ (N + 1)) := by
          rw [smul_mul_assoc, mul_assoc, ← pow_succ, ← (hc.pow_right (N + 1)).eq,
            succ_nsmul (c * x ^ (N + 1)) (N + 1)]
```

## Step 3: the derivative of a power of G

Since \([Q,Q] = 0\), one has \([Q,G] = c\) (`hG`), \(c\) commutes with \(G\) (`hc`), and \(dG/dt = Q\) (`hd`). The claim is
\[ 2\,\frac{d}{dt}G^{N+1} = (N+1)\,(QG^N + G^NQ). \]
For \(N = 0\) both sides are \(2Q\). For the inductive step, the product rule on \(G\,G^{N+1}\), the induction hypothesis and \(GQ = QG - c\) (the identity `alg` with `hG`) give
\[ 2\,\frac{d}{dt}G^{N+2} = 2QG^{N+1} + (N+1)\,\bigl(QG^{N+1} - c\,G^N + G^{N+1}Q\bigr). \]
Step 2 with \(q = Q\), \(x = G\) reads \((N+1)\,c\,G^N = QG^{N+1} - G^{N+1}Q\). Substituting it leaves \((N+2)(QG^{N+1} + G^{N+1}Q)\); this substitution is `linear_combination (norm := module) e`.

The commutative chain rule \(\frac{d}{dt}G^{N+1} = (N+1)\,QG^N\) is tempting here and wrong. At \(N = 1\) the derivative is \(QG + GQ = 2QG - c\), and using \(2QG\) instead would lead to \(W(1,1) = QP\) in place of \((QP+PQ)/2\).

```lean
/-- If `[Q,P] = c` commutes with `Q` and `P`, then for `G = tQ + P` one has
`2 d/dt G^(N+1) = (N+1) (Q G^N + G^N Q)`. -/
theorem derivative_genFun_pow {Q P c : A} (h : Q * P - P * Q = c) (hQ : Commute c Q)
    (hP : Commute c P) (N : ℕ) :
    2 • derivative (genFun Q P ^ (N + 1))
      = (N + 1) • (C Q * genFun Q P ^ N + genFun Q P ^ N * C Q) := by
  have hG : C Q * genFun Q P - genFun Q P * C Q = C c := by
    rw [← h, genFun, mul_add, add_mul, mul_assoc (C Q) X (C Q), X_mul_C, C_sub, C_mul, C_mul]
    abel
  have hc : Commute (C c) (genFun Q P) :=
    ((hQ.map C).mul_right (commute_X _).symm).add_right (hP.map C)
  have hd : derivative (genFun Q P) = C Q := by simp [genFun, derivative_mul]
  have alg : ∀ g q y : A[X], g * (q * y + y * q)
      = q * (g * y) - (q * g - g * q) * y + g * y * q := by
    intro g q y
    noncomm_ring
  induction N with
  | zero => rw [zero_add, pow_one, pow_zero, hd, mul_one, one_mul, one_nsmul, two_nsmul]
  | succ N ih =>
    have e := comm_pow hG hc N
    rw [pow_succ' (genFun Q P) (N + 1), derivative_mul, hd, smul_add,
      ← mul_smul_comm (2 : ℕ) (genFun Q P), ih, mul_smul_comm, alg, hG,
      ← pow_succ' (genFun Q P) N]
    linear_combination (norm := module) e
```

## Step 4: recursion for the averages

Put \(N = n+m\) and take the coefficient of \(t^n\) in Step 3:
\[ 2(n+1)\,S(N+1,n+1) = (N+1)\,T, \qquad T = Q\,S(N,n) + S(N,n)\,Q. \]
This is `e2`, where the generalised variables `S` and `T` stand for \(S(N+1,n+1)\) and \(T\). Dividing by the word count and using \((N+1)\binom{N}{n} = \binom{N+1}{n+1}(n+1)\), which is `hc`,
\[ W(n+1,m) = \frac{(N+1)\,T}{2(n+1)\binom{N+1}{n+1}} = \frac{T}{2\binom{N}{n}} = \tfrac12\bigl(Q\,W(n,m) + W(n,m)\,Q\bigr). \]
The complex scalars serve for these divisions, and `field_simp` closes the identity between the prefactors.

```lean
/-- If `[Q,P] = c` commutes with `Q` and `P`, the Weyl monomials obey
`W(n+1,m) = (Q W(n,m) + W(n,m) Q) / 2`. -/
theorem weyl_succ [Algebra ℂ A] {Q P c : A} (h : Q * P - P * Q = c) (hQ : Commute c Q)
    (hP : Commute c P) (n m : ℕ) :
    weyl Q P (n + 1) m = (1 / 2 : ℂ) • (Q * weyl Q P n m + weyl Q P n m * Q) := by
  -- the coefficient of t^n in the derivative identity
  have e := congrArg (lcoeff A n) (derivative_genFun_pow h hQ hP (n + m))
  rw [map_nsmul, map_nsmul, lcoeff_apply, lcoeff_apply, coeff_derivative, coeff_add,
    coeff_C_mul, coeff_mul_C] at e
  have hi : n + 1 + m = n + m + 1 := by omega
  simp only [weyl, card_words, sum_words_eq_coeff]
  rw [hi, mul_smul_comm, smul_mul_assoc, ← smul_add]
  generalize (genFun Q P ^ (n + m + 1)).coeff (n + 1) = S at e ⊢
  generalize Q * (genFun Q P ^ (n + m)).coeff n + (genFun Q P ^ (n + m)).coeff n * Q = T at e ⊢
  have c1 : S * ((n : A) + 1) = (n + 1) • S := by
    rw [mul_add, mul_one, succ_nsmul, nsmul_eq_mul']
  rw [c1] at e
  have e2 : (2 * ((n : ℂ) + 1)) • S = ((n : ℂ) + m + 1) • T := by
    linear_combination (norm := module) e
  have hn : (n : ℂ) + 1 ≠ 0 := Nat.cast_add_one_ne_zero n
  have hN : (n : ℂ) + m + 1 ≠ 0 := by exact_mod_cast (show n + m + 1 ≠ 0 by omega)
  have hb : ((n + m).choose n : ℂ) ≠ 0 := by
    exact_mod_cast (Nat.choose_pos (Nat.le_add_right n m)).ne'
  have hc : (n + m + 1) * (n + m).choose n = (n + m + 1).choose (n + 1) * (n + 1) :=
    Nat.add_one_mul_choose_eq (n + m) n
  have ha : ((n + m + 1).choose (n + 1) : ℂ)
      = ((n : ℂ) + m + 1) * ((n + m).choose n : ℂ) / ((n : ℂ) + 1) := by
    rw [eq_div_iff hn]
    exact_mod_cast hc.symm
  have hS : S = (2 * ((n : ℂ) + 1))⁻¹ • (((n : ℂ) + m + 1) • T) := by
    rw [← e2, smul_smul, inv_mul_cancel₀ (mul_ne_zero two_ne_zero hn), one_smul]
  rw [hS, smul_smul, smul_smul, smul_smul, ha]
  congr 1
  field_simp
```

## Step 5: the binomial sum and the theorem

Pascal's rule splits \(M(n+1,m)\) into two sums,
\[ M(n+1,m) = \sum_{k=0}^{n}\binom{n}{k}Q^kP^mQ^{n+1-k} + \sum_{k=0}^{n}\binom{n}{k}Q^{k+1}P^mQ^{n-k} = M(n,m)\,Q + Q\,M(n,m), \]
again without any commutation relation. The split is `Finset.sum_choose_succ_nsmul`.

```lean
/-- The binomial sums obey `M(n+1,m) = M(n,m) Q + Q M(n,m)`. -/
theorem mccoySum_succ (Q P : A) (n m : ℕ) :
    mccoySum Q P (n + 1) m = mccoySum Q P n m * Q + Q * mccoySum Q P n m := by
  unfold mccoySum
  refine (Finset.sum_choose_succ_nsmul (fun i j => Q ^ i * P ^ m * Q ^ j) n).trans ?_
  rw [Finset.mul_sum, Finset.sum_mul]
  congr 1
  · refine Finset.sum_congr rfl fun i hi => ?_
    have hk : n + 1 - i = n - i + 1 := by
      have := Finset.mem_range.1 hi
      omega
    simp only [hk, smul_mul_assoc, pow_succ, mul_assoc]
  · refine Finset.sum_congr rfl fun i _ => ?_
    simp only [mul_smul_comm, pow_succ', mul_assoc]
```

At \(n = 0\) there is one word, \(P^m\), obtained in `h0` as the constant coefficient of \(G^m\), and \(M(0,m) = P^m\). If \(W(n,m) = 2^{-n}M(n,m)\), the two recursions give \(W(n+1,m) = 2^{-n-1}(QM(n,m) + M(n,m)Q) = 2^{-(n+1)}M(n+1,m)\).

In words, `mccoy` says: in any complex algebra, if `h` fixes \(QP - PQ = c\) and `hQ`, `hP` state that \(c\) commutes with \(Q\) and \(P\), then the word average equals \(2^{-n}M(n,m)\) for all \(n\) and \(m\), zero included. The commutation relation is assumed, not derived. The statement concerns one pair \(Q, P\); self-adjointness, domains of unbounded operators and the phase-space integral form of Weyl quantisation are not part of it.

```lean
/-- McCoy formula: if `[Q,P] = c` commutes with `Q` and `P`, the average of all words with `n`
letters `Q` and `m` letters `P` is `2^(-n) ∑ₖ C(n,k) Q^k P^m Q^(n-k)`. -/
theorem mccoy [Algebra ℂ A] {Q P c : A} (h : Q * P - P * Q = c) (hQ : Commute c Q)
    (hP : Commute c P) (n m : ℕ) :
    weyl Q P n m = ((2 : ℂ) ^ n)⁻¹ • mccoySum Q P n m := by
  have h0 : ∀ k, (genFun Q P ^ k).coeff 0 = P ^ k := by
    intro k
    induction k with
    | zero => simp
    | succ k ih =>
      rw [pow_succ, mul_coeff_zero, ih, pow_succ]
      simp [genFun]
  induction n with
  | zero =>
    rw [weyl, card_words, sum_words_eq_coeff, h0]
    simp [mccoySum]
  | succ n ih =>
    rw [weyl_succ h hQ hP, ih, mccoySum_succ, mul_smul_comm, smul_mul_assoc, pow_succ, mul_inv]
    module
```

## Step 6: exchanging the letters

Negating every position of a word maps the words with \(n\) letters `true` bijectively onto those with \(m\), because the two counts add up to \(n+m\) (`hc`). Exchanging \(Q\) and \(P\) as well restores each product, and \(\binom{n+m}{n} = \binom{n+m}{m}\), so `weyl Q P n m = weyl P Q m n` for arbitrary \(Q\) and \(P\).

```lean
/-- The Weyl monomial is unchanged when the two letters are exchanged together with their
multiplicities. -/
theorem weyl_swap [Algebra ℂ A] (Q P : A) (n m : ℕ) : weyl Q P n m = weyl P Q m n := by
  have hc : ∀ w : Fin (n + m) → Bool, countQ (fun i => !w i) + countQ w = n + m := by
    intro w
    have h1 : ∀ i, ((if (!w i) = true then 1 else 0) + if w i = true then 1 else 0 : ℕ) = 1 :=
      fun i => by cases w i <;> simp
    simp only [countQ, ← Finset.sum_add_distrib, h1]
    simp
  rw [weyl, weyl, card_words, card_words, add_comm m n, Nat.choose_symm_add]
  congr 1
  refine Finset.sum_nbij' (fun w i => !w i) (fun w i => !w i) ?_ ?_ ?_ ?_ ?_
  · intro w hw
    have := hc w
    simp only [words, Finset.mem_filter, Finset.mem_univ, true_and] at hw ⊢
    omega
  · intro w hw
    have := hc w
    simp only [words, Finset.mem_filter, Finset.mem_univ, true_and] at hw ⊢
    omega
  · intro w _
    funext i
    simp
  · intro w _
    funext i
    simp
  · intro w _
    simp only [word]
    congr 2
    funext i
    by_cases hh : w i = true <;> simp [hh]
```

The pair \((P,Q)\) has commutator \(-c\), which commutes with both letters, so `mccoy` applied to it yields the second form under the same three hypotheses.

```lean
/-- The McCoy formula with the roles exchanged: if `[Q,P] = c` commutes with `Q` and `P`, the
average of all words with `n` letters `Q` and `m` letters `P` is
`2^(-m) ∑ₖ C(m,k) P^k Q^n P^(m-k)`. -/
theorem mccoy_dual [Algebra ℂ A] {Q P c : A} (h : Q * P - P * Q = c) (hQ : Commute c Q)
    (hP : Commute c P) (n m : ℕ) :
    weyl Q P n m = ((2 : ℂ) ^ m)⁻¹ • mccoySum P Q m n := by
  rw [weyl_swap]
  exact mccoy (c := -c) (by rw [← h, neg_sub]) hP.neg_left hQ.neg_left m n
```

## The case n = m = 2

Take \(n = m = 2\) and move every \(Q\) to the left with \(PQ = QP - c\); this arithmetic is done on paper only. The six words become
\[ \begin{aligned} QQPP &= Q^2P^2, & QPQP &= Q^2P^2 - c\,QP, \\ QPPQ &= Q^2P^2 - 2c\,QP, & PQQP &= Q^2P^2 - 2c\,QP, \\ PQPQ &= Q^2P^2 - 3c\,QP + c^2, & PPQQ &= Q^2P^2 - 4c\,QP + 2c^2. \end{aligned} \]
Their sum is \(6Q^2P^2 - 12c\,QP + 3c^2\), so \(W(2,2) = Q^2P^2 - 2c\,QP + c^2/2\). The formula uses three of them:
\[ \tfrac14\,(P^2Q^2 + 2QP^2Q + Q^2P^2) = \tfrac14\,(4Q^2P^2 - 8c\,QP + 2c^2), \]
which is the same element.

## Position and momentum on polynomials

A concrete algebra is that of linear maps on complex polynomials in \(x\), where the product is composition and the rightmost factor acts first. Position multiplies by \(x\), now Lean's `X`, and momentum is \(-i\hbar\,d/dx\) with \(\hbar\) any real number.

```lean
/-- The position operator on polynomials: multiplication by `x`. -/
def posOp : Module.End ℂ ℂ[X] := LinearMap.mulLeft ℂ X

/-- The momentum operator `-i hbar d/dx` on polynomials. -/
def momOp (hbar : ℝ) : Module.End ℂ ℂ[X] :=
  (-(Complex.I * hbar)) • (derivative : ℂ[X] →ₗ[ℂ] ℂ[X])
```

For a polynomial \(p\), the product rule gives
\[ (QP - PQ)\,p = -i\hbar\,x p' + i\hbar\,(p + x p') = i\hbar\,p, \]
and a multiple of the identity commutes with every map. The three parts of `ccr_witness` are `h`, `hQ` and `hP` for \(c = i\hbar\), so both forms of the formula apply to these operators.

```lean
/-- Position and momentum on polynomials have commutator `i hbar`, which commutes with both. -/
theorem ccr_witness (hbar : ℝ) :
    posOp * momOp hbar - momOp hbar * posOp = (Complex.I * hbar) • (1 : Module.End ℂ ℂ[X])
      ∧ Commute ((Complex.I * hbar) • (1 : Module.End ℂ ℂ[X])) posOp
      ∧ Commute ((Complex.I * hbar) • (1 : Module.End ℂ ℂ[X])) (momOp hbar) := by
  refine ⟨LinearMap.ext fun p => ?_, (Commute.one_left _).smul_left _,
    (Commute.one_left _).smul_left _⟩
  simp only [posOp, momOp, LinearMap.sub_apply, Module.End.mul_apply, LinearMap.smul_apply,
    LinearMap.mulLeft_apply, Module.End.one_apply, derivative_mul, derivative_X, one_mul,
    mul_smul_comm]
  module

end

end McCoyOrdering
```

```lean
#print axioms McCoyOrdering.weyl_swap
-- 'McCoyOrdering.weyl_swap' depends on axioms: [propext, Classical.choice, Quot.sound]
#print axioms McCoyOrdering.mccoy_dual
-- 'McCoyOrdering.mccoy_dual' depends on axioms: [propext, Classical.choice, Quot.sound]
```
